# For a nonlinear molecule, a symmetry operation has vibrational character \(\operatorname{tr}R\,(N_{\text{fixed}}-1-\det R)\)

A half turn of a water molecule exchanges the hydrogens and leaves the oxygen in place. Any small displacement of the atoms is carried along: each displacement vector is rotated and attached to the atom's new site. To sort the vibrations by symmetry, I need the trace of this map with translations and rotations removed.

In general, let an orthogonal \(3\times3\) matrix \(R\) and a permutation \(s\) of the atoms satisfy \(x_{s(i)}=Rx_i\), and let \((Tu)_{s(i)}=Ru_i\). I believe that \(T\) has trace \(\operatorname{tr}R\) times the number \(N_{\text{fixed}}\) of atoms with \(s(i)=i\), and that it turns the rigid motion \(t+w\times x_i\) into \(Rt+(\det R\,Rw)\times x_i\). For a nonlinear molecule, the formula in the title should follow. Can this be made rigorous and machine-checked?

## Splitting displacements into rigid motions and vibrations

Yes. Start with the full trace. A unit displacement of atom \(i\) along axis \(k\) becomes \(Re_k\) on atom \(s(i)\). Its diagonal entry is \(R_{kk}\) if \(s(i)=i\) and zero otherwise, so \(\operatorname{tr}T=N_{\text{fixed}}\operatorname{tr}R\).

For rigid motions, take any vector \(c\):
\[
c\cdot R^{\mathsf T}(Ra\times Rb)=\det[Rc,Ra,Rb]=\det R\;c\cdot(a\times b).
\]
Hence \(R^{\mathsf T}(Ra\times Rb)=\det R\,(a\times b)\), and multiplying by \(R\) gives \(Ra\times Rb=\det R\,R(a\times b)\). Since \((\det R)^2=1\),
\[
R(t+w\times x_i)=Rt+(\det R\,Rw)\times x_{s(i)}.
\]

Now let the masses \(m_i\) be positive with \(m_{s(i)}=m_i\), and set \(P(u)=\sum_i m_iu_i\) and \(L(u)=\sum_i m_i\,x_i\times u_i\). Vibrations are the displacements with \(P=L=0\), the Eckart conditions. Reindexing the sums gives \(P(Tu)=R\,P(u)\) and \(L(Tu)=\det R\,R\,L(u)\), so \(T\) preserves the vibrations.

For a rigid motion \(r_i=t+w\times x_i\),
\[
\sum_i m_i\,r_i\cdot u_i=t\cdot P(u)+w\cdot L(u).
\]
If \(P(r)=L(r)=0\), taking \(u=r\) gives \(\sum_i m_i|r_i|^2=0\), so \(r=0\). Choose three non-collinear atoms \(a,b,c\). Subtraction gives \(w\times(x_b-x_a)=w\times(x_c-x_a)=0\). A nonzero \(w\) would make both differences parallel to it, hence collinear; so \(w=0\), and then \(t=0\).

The map \((t,w)\mapsto(P(r),L(r))\) is therefore injective between six-dimensional spaces, hence surjective. Every \(u\) has exactly one rigid part with the same \(P\) and \(L\), and the remainder is a vibration. On the pairs \((t,w)\) the trace is \(\operatorname{tr}R+\det R\operatorname{tr}R\), so
\[
\chi_{\text{vib}}=N_{\text{fixed}}\operatorname{tr}R-(1+\det R)\operatorname{tr}R .
\]

For the identity this is \(3(N-2)=3N-6\) with \(N\) atoms, which is 3 in the smallest case, \(N=3\). For water's half turn, \(\operatorname{tr}R=-1\), \(\det R=1\) and \(N_{\text{fixed}}=1\): the full trace is \(-1\) and the vibrational trace is \((-1)(1-1-1)=1\). Two vibrations are thus even and one is odd.

## The molecule and its symmetry in Lean

Atoms are indexed by a finite type `ι`, and a displacement is a function `ι → Fin 3 → ℝ`. `displace s R` is \(T\), written with `s.symm`; `rigid x` maps \((t,w)\) to a rigid motion; `momenta m x` is \((P,L)\), and `vibrations m x` is its kernel. The hypotheses `hR`, `hx`, `hms`, `hm` and `hn` state orthogonality, the matching of positions, the matching of masses, positive masses and nonlinearity. As \(R\) is linear, the operation fixes the origin.

`displacement_character` needs none of these hypotheses, and `displace_rigid` needs only `hR` and `hx`. `vibrational_character` uses all five and takes the trace of \(T\) restricted to the vibrations. Linear molecules are not covered, and no force constants or frequencies enter. In a harmonic normal-mode analysis of a nonlinear molecule, these characters are the input for counting modes by symmetry type.

```lean
import Mathlib

open Matrix

namespace PointGroupCharacters

noncomputable section

variable {ι : Type*}

/-- The action of a symmetry operation on displacements: the displacement of atom `i` is
transformed by `R` and attached to atom `s i`. -/
def displace (s : Equiv.Perm ι) (R : Matrix (Fin 3) (Fin 3) ℝ) :
    (ι → Fin 3 → ℝ) →ₗ[ℝ] (ι → Fin 3 → ℝ) where
  toFun u j := R *ᵥ u (s.symm j)
  map_add' u v := by
    funext j
    exact Matrix.mulVec_add _ _ _
  map_smul' c u := by
    funext j
    exact Matrix.mulVec_smul R c (u (s.symm j))

/-- The infinitesimal rigid motion with translation `t` and rotation vector `w`, which
displaces atom `i` by `t + w × x i`. -/
def rigid (x : ι → Fin 3 → ℝ) :
    ((Fin 3 → ℝ) × (Fin 3 → ℝ)) →ₗ[ℝ] (ι → Fin 3 → ℝ) where
  toFun p i := p.1 + p.2 ⨯₃ x i
  map_add' p q := by
    funext i
    simp only [Prod.fst_add, Prod.snd_add, map_add, LinearMap.add_apply, Pi.add_apply]
    abel
  map_smul' c p := by
    funext i
    simp [smul_add]

/-- A molecule is nonlinear if some three of its atoms do not lie on a line. -/
def Nonlinear (x : ι → Fin 3 → ℝ) : Prop :=
  ∃ a b c, (x b - x a) ⨯₃ (x c - x a) ≠ 0

/-- An orthogonal matrix acts on a cross product with an additional factor `det R`. -/
theorem cross_orthogonal {R : Matrix (Fin 3) (Fin 3) ℝ} (hR : R * Rᵀ = 1)
    (a b : Fin 3 → ℝ) : (R *ᵥ a) ⨯₃ (R *ᵥ b) = R.det • (R *ᵥ (a ⨯₃ b)) := by
  -- the cofactor identity holds for every matrix
  have h : Rᵀ *ᵥ ((R *ᵥ a) ⨯₃ (R *ᵥ b)) = R.det • (a ⨯₃ b) := by
    ext i
    fin_cases i <;>
      simp [Matrix.mulVec, dotProduct, Fin.sum_univ_succ, cross_apply, Matrix.det_fin_three] <;>
      ring
  have h2 := congrArg (fun v => R *ᵥ v) h
  simpa only [Matrix.mulVec_mulVec, hR, Matrix.one_mulVec, Matrix.mulVec_smul] using h2

/-- A symmetry operation turns the rigid motion `(t, w)` into the rigid motion
`(R t, det R • R w)`. -/
theorem displace_rigid {s : Equiv.Perm ι} {R : Matrix (Fin 3) (Fin 3) ℝ}
    {x : ι → Fin 3 → ℝ} (hR : R * Rᵀ = 1) (hx : ∀ i, x (s i) = R *ᵥ x i)
    (t w : Fin 3 → ℝ) :
    displace s R (rigid x (t, w)) = rigid x (R *ᵥ t, R.det • (R *ᵥ w)) := by
  have hd : R.det * R.det = 1 := by
    have h := congrArg Matrix.det hR
    rwa [Matrix.det_mul, Matrix.det_transpose, Matrix.det_one] at h
  funext j
  obtain ⟨i, rfl⟩ := s.surjective j
  change R *ᵥ (t + w ⨯₃ x (s.symm (s i))) = R *ᵥ t + (R.det • (R *ᵥ w)) ⨯₃ x (s i)
  rw [Equiv.symm_apply_apply, hx, Matrix.mulVec_add, map_smul, LinearMap.smul_apply,
    cross_orthogonal hR, smul_smul, hd, one_smul]

/-- In a nonlinear molecule only the zero rigid motion leaves every atom in place. -/
theorem rigid_eq_zero {x : ι → Fin 3 → ℝ} (hn : Nonlinear x)
    {p : (Fin 3 → ℝ) × (Fin 3 → ℝ)} (h : rigid x p = 0) : p = 0 := by
  obtain ⟨t, w⟩ := p
  obtain ⟨a, b, c, habc⟩ := hn
  have h0 : ∀ i, t + w ⨯₃ x i = 0 := fun i => congrFun h i
  have hd : ∀ i, w ⨯₃ (x i - x a) = 0 := by
    intro i
    have e : w ⨯₃ (x i - x a) = (t + w ⨯₃ x i) - (t + w ⨯₃ x a) := by
      rw [map_sub]
      abel
    rw [e, h0, h0, sub_zero]
  -- a vanishing cross product makes all two-by-two minors vanish
  have minor : ∀ q : Fin 3 → ℝ, w ⨯₃ q = 0 → ∀ i k, w i * q k = w k * q i := by
    intro q hq i k
    have q0 := congrFun hq 0
    have q1 := congrFun hq 1
    have q2 := congrFun hq 2
    simp [cross_apply] at q0 q1 q2
    fin_cases i <;> fin_cases k <;> simp <;> linarith
  have hp := minor _ (hd b)
  have hq := minor _ (hd c)
  have hw : w = 0 := by
    by_contra hne
    obtain ⟨i, hi⟩ := Function.ne_iff.mp hne
    have hz : ∀ k l, (x b - x a) k * (x c - x a) l - (x b - x a) l * (x c - x a) k = 0 := by
      intro k l
      refine (mul_eq_zero.mp ?_).resolve_left hi
      linear_combination (x c - x a) l * hp i k - (x c - x a) k * hp i l
        + (x b - x a) i * hq k l
    apply habc
    rw [cross_apply, hz, hz, hz]
    ext k
    fin_cases k <;> rfl
  have ht := h0 a
  rw [hw, map_zero, LinearMap.zero_apply, add_zero] at ht
  rw [ht, hw]
  rfl

variable [Fintype ι]

/-- The mass-weighted sums `∑ m u` and `∑ m x × u` of a displacement. -/
def momenta (m : ι → ℝ) (x : ι → Fin 3 → ℝ) :
    (ι → Fin 3 → ℝ) →ₗ[ℝ] ((Fin 3 → ℝ) × (Fin 3 → ℝ)) where
  toFun u := (∑ i, m i • u i, ∑ i, m i • (x i ⨯₃ u i))
  map_add' u v := by
    simp [smul_add, Finset.sum_add_distrib]
  map_smul' c u := by
    refine Prod.ext ?_ ?_ <;>
      simp only [Pi.smul_apply, map_smul, Finset.smul_sum, RingHom.id_apply,
        Prod.smul_fst, Prod.smul_snd] <;>
      exact Finset.sum_congr rfl fun i _ => smul_comm _ _ _

/-- The vibrational displacements: those obeying the Eckart conditions
`∑ m u = 0` and `∑ m x × u = 0`. -/
def vibrations (m : ι → ℝ) (x : ι → Fin 3 → ℝ) : Submodule ℝ (ι → Fin 3 → ℝ) :=
  LinearMap.ker (momenta m x)

/-- The trace of a symmetry operation on all displacements is `tr R` times the number of
atoms it leaves in place. -/
theorem displacement_character [DecidableEq ι] (s : Equiv.Perm ι)
    (R : Matrix (Fin 3) (Fin 3) ℝ) :
    LinearMap.trace ℝ _ (displace s R) =
      R.trace * ((Finset.univ.filter fun i => s i = i).card : ℝ) := by
  -- a diagonal entry survives only on a fixed atom
  have key : ∀ i k, displace s R (Pi.single i (Pi.single k 1)) i k =
      if s i = i then R k k else 0 := by
    intro i k
    change (R *ᵥ (Pi.single i (Pi.single k 1) : ι → Fin 3 → ℝ) (s.symm i)) k = _
    by_cases h : s i = i
    · have h' : s.symm i = i := (Equiv.symm_apply_eq s).mpr h.symm
      simp [h, h']
    · have h' : s.symm i ≠ i := fun e => h ((Equiv.symm_apply_eq s).mp e).symm
      rw [Pi.single_eq_of_ne h', Matrix.mulVec_zero, if_neg h]
      rfl
  rw [LinearMap.trace_eq_matrix_trace ℝ (Pi.basis fun _ : ι => Pi.basisFun ℝ (Fin 3))]
  simp only [Matrix.trace, Matrix.diag_apply, LinearMap.toMatrix_apply, Fintype.sum_sigma,
    Pi.basis_repr, Pi.basis_apply, Pi.basisFun_repr, Pi.basisFun_apply, key]
  rw [Finset.card_filter]
  push_cast
  rw [Finset.mul_sum]
  refine Finset.sum_congr rfl fun i _ => ?_
  split_ifs <;> simp

/-- The mass-weighted product of a rigid motion `(t, w)` with a displacement `u` is
`t · ∑ m u + w · ∑ m x × u`. -/
theorem rigid_pairing (m : ι → ℝ) (x : ι → Fin 3 → ℝ)
    (p : (Fin 3 → ℝ) × (Fin 3 → ℝ)) (u : ι → Fin 3 → ℝ) :
    ∑ i, m i * (rigid x p i ⬝ᵥ u i) =
      p.1 ⬝ᵥ (momenta m x u).1 + p.2 ⬝ᵥ (momenta m x u).2 := by
  simp only [rigid, momenta, LinearMap.coe_mk, AddHom.coe_mk, dotProduct, Fin.sum_univ_three,
    Finset.sum_apply, Pi.smul_apply, smul_eq_mul, Finset.mul_sum, ← Finset.sum_add_distrib]
  refine Finset.sum_congr rfl fun i _ => ?_
  simp [cross_apply]
  ring

/-- A symmetry operation that preserves the masses maps vibrational displacements to
vibrational displacements. -/
theorem displace_mem_vibrations {s : Equiv.Perm ι} {R : Matrix (Fin 3) (Fin 3) ℝ}
    {m : ι → ℝ} {x : ι → Fin 3 → ℝ} (hR : R * Rᵀ = 1)
    (hx : ∀ i, x (s i) = R *ᵥ x i) (hms : ∀ i, m (s i) = m i) :
    ∀ u ∈ vibrations m x, displace s R u ∈ vibrations m x := by
  intro u hu
  have hu' : momenta m x u = 0 := hu
  have h1 : ∑ i, m i • u i = 0 := congrArg Prod.fst hu'
  have h2 : ∑ i, m i • (x i ⨯₃ u i) = 0 := congrArg Prod.snd hu'
  change momenta m x (displace s R u) = 0
  refine Prod.ext ?_ ?_
  · change ∑ j, m j • (R *ᵥ u (s.symm j)) = 0
    refine (Equiv.sum_comp s _).symm.trans ?_
    simp only [Equiv.symm_apply_apply, hms]
    simp only [← Matrix.mulVecLin_apply, ← map_smul, ← map_sum]
    rw [h1, map_zero]
  · change ∑ j, m j • (x j ⨯₃ (R *ᵥ u (s.symm j))) = 0
    refine (Equiv.sum_comp s _).symm.trans ?_
    simp only [Equiv.symm_apply_apply, hms, hx, cross_orthogonal hR]
    have e : ∀ i, m i • R.det • (R *ᵥ (x i ⨯₃ u i)) =
        (R.det • R.mulVecLin) (m i • (x i ⨯₃ u i)) := by
      intro i
      rw [map_smul]
      rfl
    rw [Finset.sum_congr rfl fun i _ => e i, ← map_sum, h2, map_zero]

/-- For a nonlinear molecule, the trace of a symmetry operation on the vibrational
displacements is `tr R` times (number of fixed atoms `- 1 - det R`). -/
theorem vibrational_character [DecidableEq ι] {s : Equiv.Perm ι}
    {R : Matrix (Fin 3) (Fin 3) ℝ} {m : ι → ℝ} {x : ι → Fin 3 → ℝ}
    (hR : R * Rᵀ = 1) (hx : ∀ i, x (s i) = R *ᵥ x i) (hms : ∀ i, m (s i) = m i)
    (hm : ∀ i, 0 < m i) (hn : Nonlinear x) :
    LinearMap.trace ℝ (vibrations m x)
        ((displace s R).restrict (displace_mem_vibrations hR hx hms)) =
      R.trace * (((Finset.univ.filter fun i => s i = i).card : ℝ) - 1 - R.det) := by
  -- a rigid motion without momenta vanishes
  have hBA : ∀ p, (momenta m x ∘ₗ rigid x) p = 0 → p = 0 := by
    intro p hp
    have hp' : momenta m x (rigid x p) = 0 := hp
    have h := rigid_pairing m x p (rigid x p)
    rw [hp'] at h
    simp only [Prod.fst_zero, Prod.snd_zero, dotProduct_zero, add_zero] at h
    have hnn : ∀ v : Fin 3 → ℝ, 0 ≤ v ⬝ᵥ v :=
      fun v => Finset.sum_nonneg fun k _ => mul_self_nonneg (v k)
    rw [Finset.sum_eq_zero_iff_of_nonneg (fun i _ => mul_nonneg (hm i).le (hnn _))] at h
    apply rigid_eq_zero hn
    funext i
    exact dotProduct_self_eq_zero.mp
      ((mul_eq_zero.mp (h i (Finset.mem_univ i))).resolve_left (hm i).ne')
  have hs : Function.Surjective (momenta m x ∘ₗ rigid x) :=
    LinearMap.injective_iff_surjective.mp ((injective_iff_map_eq_zero _).mpr hBA)
  -- displacements split into rigid motions and vibrations
  have hbij : Function.Bijective ((rigid x).coprod (vibrations m x).subtype) := by
    constructor
    · rw [injective_iff_map_eq_zero]
      rintro ⟨p, v⟩ h
      have h' : rigid x p + (v : ι → Fin 3 → ℝ) = 0 := h
      have hv : momenta m x (v : ι → Fin 3 → ℝ) = 0 := v.2
      have hp : p = 0 := hBA p (by
        have h2 := congrArg (momenta m x) h'
        rwa [map_add, hv, add_zero, map_zero] at h2)
      rw [hp, map_zero, zero_add] at h'
      exact Prod.ext hp (Subtype.ext h')
    · intro u
      obtain ⟨p, hp⟩ := hs (momenta m x u)
      refine ⟨(p, ⟨u - rigid x p, ?_⟩), ?_⟩
      · change momenta m x (u - rigid x p) = 0
        rw [map_sub]
        exact sub_eq_zero.mpr hp.symm
      · change rigid x p + (u - rigid x p) = u
        abel
  let e := LinearEquiv.ofBijective _ hbij
  have hconj : displace s R = e.conj
      ((R.mulVecLin.prodMap (R.det • R.mulVecLin)).prodMap
        ((displace s R).restrict (displace_mem_vibrations hR hx hms))) := by
    apply LinearMap.ext
    intro u
    obtain ⟨⟨⟨t, w⟩, v⟩, rfl⟩ := e.surjective u
    rw [LinearEquiv.conj_apply_apply, e.symm_apply_apply]
    change displace s R (rigid x (t, w) + (v : ι → Fin 3 → ℝ)) =
      rigid x (R *ᵥ t, R.det • (R *ᵥ w)) + displace s R (v : ι → Fin 3 → ℝ)
    rw [map_add, displace_rigid hR hx]
  have htr : LinearMap.trace ℝ _ R.mulVecLin = R.trace := by
    rw [LinearMap.trace_eq_matrix_trace ℝ (Pi.basisFun ℝ (Fin 3))]
    simp [Matrix.trace]
  -- traces add over the two parts
  have ht := congrArg (LinearMap.trace ℝ (ι → Fin 3 → ℝ)) hconj
  rw [LinearMap.trace_conj', LinearMap.trace_prodMap', LinearMap.trace_prodMap', map_smul,
    htr, smul_eq_mul, displacement_character] at ht
  linear_combination -ht

/-- Positions of a bent triatomic molecule with its central atom at the origin. -/
def bent : Fin 3 → Fin 3 → ℝ := ![![0, 0, 0], ![1, 0, 1], ![-1, 0, 1]]

/-- The rotation by a half turn about the third axis. -/
def halfTurn : Matrix (Fin 3) (Fin 3) ℝ := !![-1, 0, 0; 0, -1, 0; 0, 0, 1]

/-- The half turn, the exchange of the two outer atoms and the masses 16, 1, 1 satisfy
the hypotheses of the vibrational character formula for the bent molecule. -/
theorem vibrational_character_witness :
    halfTurn * halfTurnᵀ = 1 ∧
    (∀ i, bent (Equiv.swap 1 2 i) = halfTurn *ᵥ bent i) ∧
    (∀ i, (![16, 1, 1] : Fin 3 → ℝ) (Equiv.swap 1 2 i) = (![16, 1, 1] : Fin 3 → ℝ) i) ∧
    (∀ i, 0 < (![16, 1, 1] : Fin 3 → ℝ) i) ∧ Nonlinear bent := by
  refine ⟨?_, ?_, ?_, ?_, 0, 1, 2, ?_⟩
  · ext i j
    fin_cases i <;> fin_cases j <;> simp [halfTurn, Matrix.mul_apply, Fin.sum_univ_succ]
  · intro i
    ext k
    fin_cases i <;> fin_cases k <;>
      simp [bent, halfTurn, Equiv.swap_apply_def, Matrix.mulVec, dotProduct, Fin.sum_univ_succ]
  · intro i
    fin_cases i <;> simp [Equiv.swap_apply_def]
  · intro i
    fin_cases i <;> simp
  · intro h
    rw [cross_apply] at h
    -- the second component of the cross product is not zero
    have h1 : (bent 1 - bent 0) 2 * (bent 2 - bent 0) 0 -
        (bent 1 - bent 0) 0 * (bent 2 - bent 0) 2 = 0 := congrFun h 1
    have b00 : bent 0 0 = 0 := rfl
    have b02 : bent 0 2 = 0 := rfl
    have b10 : bent 1 0 = 1 := rfl
    have b12 : bent 1 2 = 1 := rfl
    have b20 : bent 2 0 = -1 := rfl
    have b22 : bent 2 2 = 1 := rfl
    rw [Pi.sub_apply, Pi.sub_apply, Pi.sub_apply, Pi.sub_apply,
      b00, b02, b10, b12, b20, b22] at h1
    norm_num at h1

end

end PointGroupCharacters
```

```lean
#print axioms PointGroupCharacters.vibrational_character
```

```
'PointGroupCharacters.vibrational_character' depends on axioms: [propext, Classical.choice, Quot.sound]
```

## How the proof follows the calculation

`cross_orthogonal` checks the cofactor identity by components, then multiplies by \(R\). `rigid_eq_zero` expresses parallelism through vanishing two-by-two minors. `rigid_pairing` is the mass-weighted product, and `displace_mem_vibrations` reindexes the sums with `Equiv.sum_comp`.

In `vibrational_character`, `hBA` shows that a rigid motion without momenta vanishes, `hs` is the dimension argument, and `hbij` is the direct sum. `hconj` writes \(T\) as a block-diagonal map in that splitting; the traces of the blocks add, and `linear_combination` solves for the vibrational one. `vibrational_character_witness` verifies the five hypotheses for a bent triatomic molecule with masses 16, 1, 1 under a half turn.
